# For even g and d ≥ 1, g(‖m‖) is convex on ℝᵈ exactly when g is convex on ℝ

Q: In many triangular antiferromagnets the moments on the three sublattices point 120° apart, so no single spin axis serves the whole crystal. A common approximation takes an energy density f(n, m), built for a density n and a signed magnetization m along one axis, and inserts the length of the local magnetization vector for m. Suppose f is convex. If I mix two states whose vectors point in different directions, the vectors partly cancel. Why should convexity survive that?

A: It survives if f is unchanged under m → −m, and then the converse holds too: the extended density is convex only if f was. Without n, this is the statement about g(‖m‖). The symmetry says that, with no external magnetic field, the energy can't tell spin up from spin down.

Q: Show me the cancellation step by hand.

A: First keep n fixed and compare two signed magnetizations a and b with |a| ≤ b. If b = 0, then a = 0 and there is nothing to compare. If b > 0, set

s = (b + a)/(2b), t = (b − a)/(2b).

Both are nonnegative, s + t = 1, and s·b + t·(−b) = a. So (n, a) is a mixture of (n, b) and its spin-flipped partner (n, −b). Convexity and then symmetry give

f(n, a) ≤ s f(n, b) + t f(n, −b) = f(n, b).

For such an f, reducing the size of the magnetization at fixed n never raises the energy density.

Now let a and b be weights instead, with a, b ≥ 0 and a + b = 1; the Lean code reuses the letters in the same way. Mix (n₁, m₁) and (n₂, m₂), where m₁ and m₂ are vectors. Write N = a n₁ + b n₂ and L = a‖m₁‖ + b‖m₂‖. The triangle inequality gives

‖a m₁ + b m₂‖ ≤ L,

and therefore

f(N, ‖a m₁ + b m₂‖) ≤ f(N, L) ≤ a f(n₁, ‖m₁‖) + b f(n₂, ‖m₂‖).

The first inequality is the comparison just made, and the second is convexity of f. The cancellation you worried about works in our favour.

Q: And the converse?

A: Choose a unit vector e and look only at magnetizations m e with m real. There the extended density is

f(n, ‖m e‖) = f(n, |m|) = f(n, m),

and (n, m) ↦ (n, m e) is linear, so a convex extension makes f convex. For a function g of the magnetization alone, take f(n, m) = g(m).

Q: Then let me see whether the Lean version speaks about the same objects. How is the extension defined?

```lean
import Mathlib

open Set

namespace NoncollinearConvexity

/-- The noncollinear extension of a collinear energy density `f (n, m)`: the signed
magnetization is replaced by the length of the magnetization vector. -/
def noncollinear {X : Type*} (E : Type*) [NormedAddCommGroup E]
    (f : X × ℝ → ℝ) (p : X × E) : ℝ := f (p.1, ‖p.2‖)
```

A: As in the approximation: `p.1` holds the density variables, `p.2` is the magnetization vector, and f receives its norm. Note that `E` is the space of magnetization vectors, not an energy. The type `X` of the density variables becomes a real vector space in the theorems, so n may collect the density, its gradient and a kinetic-energy density. A gradient of m would change sign under the spin flip, so it doesn't belong in n.

Q: Real densities aren't defined for every pair (n, m). Where does that enter?

```lean
/-- The noncollinear domain: the pairs of density variables and magnetization vector for which
the density variables and the length of the vector lie in the collinear domain `D`. -/
def noncollinearDomain {X : Type*} (E : Type*) [NormedAddCommGroup E]
    (D : Set (X × ℝ)) : Set (X × E) := {p | (p.1, ‖p.2‖) ∈ D}
```

A: Through the set `D` on which f is considered. A pair with a vector is admissible when the same pair with the vector's length lies in `D`.

```lean
/-- Spin-flip symmetry: the domain `D` and the values of `f` on it are unchanged when the
collinear magnetization changes sign. -/
structure SpinSymmetric {X : Type*} (D : Set (X × ℝ)) (f : X × ℝ → ℝ) : Prop where
  mem : ∀ n m, (n, m) ∈ D → (n, -m) ∈ D
  eq : ∀ n m, (n, m) ∈ D → f (n, -m) = f (n, m)
```

The symmetry is an assumption about both: flipping m must keep the pair in `D` and leave the value of f unchanged there. Nothing is asked of f outside `D`.

Q: The extension only ever evaluates f at nonnegative m. How do you get back to negative values?

```lean
/-- For a spin-flip symmetric energy density, a magnetization is admissible exactly when its
absolute value is. -/
theorem SpinSymmetric.abs_mem_iff {X : Type*} {D : Set (X × ℝ)} {f : X × ℝ → ℝ}
    (hs : SpinSymmetric D f) (n : X) (m : ℝ) : (n, |m|) ∈ D ↔ (n, m) ∈ D := by
  rcases le_total 0 m with h | h
  · simp [abs_of_nonneg h]
  · rw [abs_of_nonpos h]
    exact ⟨fun k => by simpa using hs.mem _ _ k, hs.mem _ _⟩

/-- On its domain, a spin-flip symmetric energy density depends on the magnetization only
through the absolute value. -/
theorem SpinSymmetric.abs_eq {X : Type*} {D : Set (X × ℝ)} {f : X × ℝ → ℝ}
    (hs : SpinSymmetric D f) (n : X) (m : ℝ) (h : (n, m) ∈ D) : f (n, |m|) = f (n, m) := by
  rcases le_total 0 m with h0 | h0
  · rw [abs_of_nonneg h0]
  · rw [abs_of_nonpos h0]
    exact hs.eq n m h
```

A: These two lemmas do it, one for the domain and one for the values. Each splits on the sign of m. For m ≥ 0 the absolute value changes nothing, and for m ≤ 0 the symmetry applies.

Q: And the comparison of a with b?

```lean
variable {X : Type*} [AddCommGroup X] [Module ℝ X]
variable {E : Type*} [NormedAddCommGroup E] [NormedSpace ℝ E]

/-- For a convex, spin-flip symmetric energy density, reducing the size of the magnetization at
fixed density variables stays in the domain and does not raise the energy. -/
theorem demagnetize {D : Set (X × ℝ)} {f : X × ℝ → ℝ} (hs : SpinSymmetric D f)
    (hf : ConvexOn ℝ D f) {n : X} {a b : ℝ} (hb : (n, b) ∈ D) (hab : |a| ≤ b) :
    (n, a) ∈ D ∧ f (n, a) ≤ f (n, b) := by
  obtain ⟨h1, h2⟩ := abs_le.mp hab
  rcases (le_trans (abs_nonneg a) hab).eq_or_lt with h0 | h0
  · have : a = b := by linarith
    subst this
    exact ⟨hb, le_refl _⟩
  · -- `(n, a)` is a mixture of the two spin-flipped states `(n, b)` and `(n, -b)`
    have hs0 : 0 ≤ (b + a) / (2 * b) := div_nonneg (by linarith) (by linarith)
    have ht0 : 0 ≤ (b - a) / (2 * b) := div_nonneg (by linarith) (by linarith)
    have hb0 : b ≠ 0 := h0.ne'
    have hst : (b + a) / (2 * b) + (b - a) / (2 * b) = 1 := by
      rw [← add_div, div_eq_one_iff_eq (by positivity)]
      ring
    have hdiff : (b + a) / (2 * b) * b + (b - a) / (2 * b) * (-b) = a := by
      have h3 : (b + a) / (2 * b) * (2 * b) = b + a := div_mul_cancel₀ _ (by positivity)
      have h4 : (b - a) / (2 * b) * (2 * b) = b - a := div_mul_cancel₀ _ (by positivity)
      linarith
    generalize (b + a) / (2 * b) = s at *
    generalize (b - a) / (2 * b) = t at *
    have e : s • (n, b) + t • (n, -b) = (n, a) := by
      refine Prod.ext ?_ hdiff
      show s • n + t • n = n
      rw [← add_smul, hst, one_smul]
    have hmem := hf.1 hb (hs.mem _ _ hb) hs0 ht0 hst
    have hle := hf.2 hb (hs.mem _ _ hb) hs0 ht0 hst
    rw [e] at hmem hle
    rw [hs.eq _ _ hb, ← add_smul, hst, one_smul] at hle
    exact ⟨hmem, hle⟩
```

A: That is `demagnetize`. The first case is b = 0. In the second, `hst` proves s + t = 1, `hdiff` proves s·b + t·(−b) = a, and `e` combines them into the statement that the mixture equals (n, a). In Lean, `ConvexOn ℝ D f` means that `D` is a convex set and that f satisfies the convexity inequality on it. Hence `hf.1` shows that (n, a) is admissible, and `hf.2` gives the energy inequality.

Q: Now the full equivalence. Does it assume three-dimensional vectors?

```lean
/-- The noncollinear extension of a spin-flip symmetric energy density, with magnetization
vectors in a nonzero real normed space, is jointly convex in density variables and magnetization
if and only if the collinear energy density is. -/
theorem convexOn_noncollinear_iff [Nontrivial E] {D : Set (X × ℝ)} {f : X × ℝ → ℝ}
    (hs : SpinSymmetric D f) :
    ConvexOn ℝ (noncollinearDomain E D) (noncollinear E f) ↔ ConvexOn ℝ D f := by
  constructor
  · intro hF
    -- restrict to magnetizations along a unit vector `e`
    obtain ⟨w, hw⟩ := exists_ne (0 : E)
    obtain ⟨e, he⟩ : ∃ e : E, ‖e‖ = 1 :=
      ⟨‖w‖⁻¹ • w, by
        rw [norm_smul, norm_inv, norm_norm, inv_mul_cancel₀ (norm_ne_zero_iff.2 hw)]⟩
    have hn : ∀ m : ℝ, ‖m • e‖ = |m| := fun m => by
      rw [norm_smul, he, mul_one, Real.norm_eq_abs]
    have memE : ∀ r : X × ℝ, (r.1, r.2 • e) ∈ noncollinearDomain E D ↔ r ∈ D := by
      intro r
      show (r.1, ‖r.2 • e‖) ∈ D ↔ r ∈ D
      rw [hn]
      exact hs.abs_mem_iff r.1 r.2
    have valE : ∀ r : X × ℝ, r ∈ D → noncollinear E f (r.1, r.2 • e) = f r := by
      intro r hr
      show f (r.1, ‖r.2 • e‖) = f r
      rw [hn]
      exact hs.abs_eq r.1 r.2 hr
    have lin : ∀ (p q : X × ℝ) (a b : ℝ), a • (p.1, p.2 • e) + b • (q.1, q.2 • e)
        = ((a • p + b • q).1, (a • p + b • q).2 • e) := by
      intro p q a b
      refine Prod.ext rfl ?_
      show a • (p.2 • e) + b • (q.2 • e) = (a * p.2 + b * q.2) • e
      module
    have hD : Convex ℝ D := by
      intro p hp q hq a b ha hb hab
      have h := hF.1 ((memE p).2 hp) ((memE q).2 hq) ha hb hab
      rw [lin] at h
      exact (memE _).1 h
    refine ⟨hD, ?_⟩
    intro p hp q hq a b ha hb hab
    have h := hF.2 ((memE p).2 hp) ((memE q).2 hq) ha hb hab
    rw [lin, valE _ (hD hp hq ha hb hab), valE p hp, valE q hq] at h
    exact h
  · intro hf
    have key : ∀ p ∈ noncollinearDomain E D, ∀ q ∈ noncollinearDomain E D, ∀ a b : ℝ,
        0 ≤ a → 0 ≤ b → a + b = 1 → a • p + b • q ∈ noncollinearDomain E D ∧
        noncollinear E f (a • p + b • q)
          ≤ a • noncollinear E f p + b • noncollinear E f q := by
      intro p hp q hq a b ha hb hab
      have hp' : (p.1, ‖p.2‖) ∈ D := hp
      have hq' : (q.1, ‖q.2‖) ∈ D := hq
      have hmem : (a • p.1 + b • q.1, a * ‖p.2‖ + b * ‖q.2‖) ∈ D := hf.1 hp' hq' ha hb hab
      -- mixing vectors gives at most the mixed length
      have hn : |‖a • p.2 + b • q.2‖| ≤ a * ‖p.2‖ + b * ‖q.2‖ := by
        rw [abs_of_nonneg (norm_nonneg _)]
        refine (norm_add_le _ _).trans (le_of_eq ?_)
        rw [norm_smul, norm_smul, Real.norm_of_nonneg ha, Real.norm_of_nonneg hb]
      obtain ⟨h1, h2⟩ := demagnetize hs hf hmem hn
      exact ⟨h1, h2.trans (hf.2 hp' hq' ha hb hab)⟩
    exact ⟨fun p hp q hq a b ha hb hab => (key p hp q hq a b ha hb hab).1,
      fun p hp q hq a b ha hb hab => (key p hp q hq a b ha hb hab).2⟩
```

A: No. `E` is any real normed space with a nonzero vector, which is what `Nontrivial E` says. Ordinary ℝ³ is one instance.

The first half of the proof is the restriction to a line. It rescales a nonzero `w` to a unit vector `e`; `memE` and `valE` identify the domain and the values along that line with those of f, and `lin` records that the map is linear. The second half is the mixing argument. There `hmem` places (N, L) in `D`, `hn` is the triangle inequality, and `demagnetize` followed by convexity of f completes the chain.

Q: My physical constraint is that the magnetization can't exceed the density. Is that a possible `D`?

```lean
/-- On the physical domain, where the magnetization does not exceed the density, an energy
density even in the magnetization is jointly convex if and only if its noncollinear extension
to a nonzero real normed space is. -/
theorem convexOn_physical_iff [Nontrivial E] (f : ℝ × ℝ → ℝ)
    (hf : ∀ n m, |m| ≤ n → f (n, -m) = f (n, m)) :
    ConvexOn ℝ {p : ℝ × E | ‖p.2‖ ≤ p.1} (fun p => f (p.1, ‖p.2‖)) ↔
      ConvexOn ℝ {p : ℝ × ℝ | |p.2| ≤ p.1} f := by
  have hs : SpinSymmetric {p : ℝ × ℝ | |p.2| ≤ p.1} f :=
    ⟨fun n m h => by simpa using h, fun n m h => hf n m h⟩
  have hD : noncollinearDomain E {p : ℝ × ℝ | |p.2| ≤ p.1} = {p : ℝ × E | ‖p.2‖ ≤ p.1} := by
    ext p
    simp [noncollinearDomain]
  have h := convexOn_noncollinear_iff (E := E) hs
  rw [hD] at h
  exact h
```

A: Yes, and it has its own theorem. The collinear domain is |m| ≤ n and the noncollinear one is ‖m‖ ≤ n. For vectors in ℝ³ the latter says that the eigenvalues (n ± ‖m‖)/2 of the local 2×2 spin-density matrix are nonnegative. The proof checks that this domain is spin symmetric and applies the general equivalence.

Take the spin-resolved Thomas–Fermi kinetic-energy density, proportional to

(n + m)^(5/3) + (n − m)^(5/3).

It is even in m and convex on |m| ≤ n, so its extension is convex in n and the vector together. For a concave density, such as local exchange, use −f.

Q: Where is the statement with g?

```lean
/-- For an even function `g` and `d ≥ 1`, the function `g ‖m‖` of the magnetization vector is
convex on `d`-dimensional Euclidean space if and only if `g` is convex on the real line. -/
theorem convexOn_norm_iff {d : ℕ} (hd : 1 ≤ d) (g : ℝ → ℝ) (hg : ∀ t, g (-t) = g t) :
    ConvexOn ℝ univ (fun m : EuclideanSpace ℝ (Fin d) => g ‖m‖) ↔ ConvexOn ℝ univ g := by
  have : Nontrivial (EuclideanSpace ℝ (Fin d)) := by
    refine ⟨⟨EuclideanSpace.single ⟨0, hd⟩ (1 : ℝ), 0, fun h => ?_⟩⟩
    have h' := congrArg norm h
    simp at h'
  have hs : SpinSymmetric (univ : Set (ℝ × ℝ)) (fun p => g p.2) :=
    ⟨fun _ _ _ => mem_univ _, fun _ m _ => hg m⟩
  have h := convexOn_noncollinear_iff (E := EuclideanSpace ℝ (Fin d)) hs
  -- an energy density that ignores `n` is convex exactly when it is convex in `m`
  constructor
  · intro H
    have H' := h.1 ⟨convex_univ, fun p _ q _ a b ha hb hab =>
      H.2 (mem_univ p.2) (mem_univ q.2) ha hb hab⟩
    exact ⟨convex_univ, fun u _ v _ a b ha hb hab =>
      H'.2 (mem_univ ((0 : ℝ), u)) (mem_univ ((0 : ℝ), v)) ha hb hab⟩
  · intro H
    have H' := h.2 ⟨convex_univ, fun p _ q _ a b ha hb hab =>
      H.2 (mem_univ p.2) (mem_univ q.2) ha hb hab⟩
    exact ⟨convex_univ, fun u _ v _ a b ha hb hab =>
      H'.2 (mem_univ ((0 : ℝ), u)) (mem_univ ((0 : ℝ), v)) ha hb hab⟩
```

A: Here. `EuclideanSpace ℝ (Fin d)` is ℝᵈ with its usual length, and `univ` means that there is no restriction on the domain. The proof uses a density that ignores n: the inequality for g gives the one for pairs, and setting n = 0 brings it back.

The smallest case is d = 1. There ‖m‖ is |m|, so g(‖m‖) = g(m) by evenness and the two sides are the same statement. For d = 0 there is only one vector, and the extension is convex whatever g is, so convexity of g can't follow.

Q: The extension only sees lengths, which are nonnegative. Why isn't it enough that g is convex for t ≥ 0?

A: Consider a double well, (|t| − 1)², with minima at t = ±1. For t ≥ 0 it is the parabola (t − 1)², and for weights a + b = 1

a(x − 1)² + b(y − 1)² − (ax + by − 1)² = ab(x − y)² ≥ 0,

so it is convex there. But mix the minima at 1 and −1 equally. Convexity would require the value at 0, which is 1, to be at most 0.

```lean
/-- The even double well `(|t| - 1)²` is convex on nonnegative magnetizations, but its
noncollinear extension is not convex in any dimension `d ≥ 1`. -/
theorem doubleWell_not_convex {d : ℕ} (hd : 1 ≤ d) :
    ConvexOn ℝ (Ici 0) (fun t : ℝ => (|t| - 1) ^ 2) ∧
      ¬ ConvexOn ℝ univ (fun m : EuclideanSpace ℝ (Fin d) => (|‖m‖| - 1) ^ 2) := by
  constructor
  · refine ⟨convex_Ici 0, ?_⟩
    intro x hx y hy a b ha hb hab
    have hx' : 0 ≤ x := hx
    have hy' : 0 ≤ y := hy
    have hxy : 0 ≤ a * x + b * y := by positivity
    simp only [smul_eq_mul]
    rw [abs_of_nonneg hx', abs_of_nonneg hy', abs_of_nonneg hxy]
    obtain rfl : b = 1 - a := by linarith
    nlinarith [mul_nonneg (mul_nonneg ha hb) (sq_nonneg (x - y))]
  · intro H
    have h := (convexOn_norm_iff hd (fun t => (|t| - 1) ^ 2) (fun t => by simp)).1 H
    -- the midpoint of the two minima `1` and `-1` is the barrier top
    have h2 := h.2 (mem_univ (1 : ℝ)) (mem_univ (-1 : ℝ))
      (by norm_num : (0 : ℝ) ≤ 1 / 2) (by norm_num : (0 : ℝ) ≤ 1 / 2) (by norm_num)
    norm_num at h2

end NoncollinearConvexity
```

```lean
#print axioms NoncollinearConvexity.convexOn_physical_iff
#print axioms NoncollinearConvexity.doubleWell_not_convex
```

```
'NoncollinearConvexity.convexOn_physical_iff' depends on axioms: [propext, Classical.choice, Quot.sound]
'NoncollinearConvexity.doubleWell_not_convex' depends on axioms: [propext, Classical.choice, Quot.sound]
```

The first part of `doubleWell_not_convex` removes the absolute values and gives `nlinarith` the term ab(x − y)². The second part uses the equivalence to carry supposed convexity on ℝᵈ back to the real line, where the midpoint of the two wells contradicts it. The average of two opposite magnetization vectors of unit length is zero, where this model density has the top of its barrier.

Q: So what may I conclude about my antiferromagnet?

A: For a density that uses only the length of the magnetization vector at each point, you can check convexity in n and one signed m instead of in n and three components. The density itself doesn't register how the direction turns from one point to the next; that is an idealisation of the approximation.

One step still separates the theorems from a statement about the whole crystal: they concern an energy density at a single point, while its contribution to the total energy is its integral over space. For a purely local functional with finite integrals, integrating the pointwise inequality supplies that step, but this is an addition of mine to what Lean checked.
